# A convergent trace-correcting purification of fractional occupations fills the N largest

Take two levels, one electron and trial occupations \((0.95,\,0.04)\). Their sum, 0.99, does not exceed 1, so apply \(2x-x^2\) to both: the result is \((0.9975,\,0.0784)\). Now the sum is too large, so square both: \((0.9950,\,0.0061)\), rounded. The first step squares the distance of the upper occupation from 1, the second squares the distance of the lower one from 0. Each step also damages the other occupation, but only by about a factor of two.

In electronic structure, such iterations build a density matrix from a Fock matrix without diagonalising it. Here the Fock matrix is fixed, the orthonormal basis finite and the arithmetic exact. A decreasing linear map of the Fock matrix, made beforehand, gives the lowest orbitals the largest trial occupations. The rule then uses the electron number \(N\) and the trace, but no chemical potential. Convergence is assumed in (b), (c), (e) and (g), and proved in (h) for a two-level case.

## Occupations and matrices

There are \(n\) spin orbitals, numbered from 0 as in Lean's `Fin n`, with real occupations \(x_i\).

```lean
import Mathlib

open Filter Topology Matrix

namespace TraceCorrectingPurification

noncomputable section

variable {n : ℕ}
```

One step \(T\) squares every \(x_i\) if \(\sum_j x_j>N\), and otherwise replaces it by \(2x_i-x_i^2\). A sum equal to \(N\) takes the second branch.

```lean
/-- One purification step: square all occupations if their sum exceeds `N`,
otherwise apply `2x - x²` to all of them. -/
def step (N : ℕ) (x : Fin n → ℝ) : Fin n → ℝ := fun i =>
  if (N : ℝ) < ∑ j, x j then x i ^ 2 else 2 * x i - x i ^ 2
```

Write \(x^{(k)}\) for the occupations after \(k\) steps, `run N x k` in Lean.

```lean
/-- The occupations after `k` purification steps. -/
def run (N : ℕ) (x : Fin n → ℝ) : ℕ → Fin n → ℝ
  | 0 => x
  | k + 1 => step N (run N x k)
```

Let \(f^{(m)}_i\) be 1 for \(i<m\) and 0 otherwise; this is `aufbau n m`.

```lean
/-- Occupation 1 on the first `m` of `n` levels and 0 on the others. -/
def aufbau (n m : ℕ) : Fin n → ℝ := fun i => if i.val < m then 1 else 0
```

The matrix with orbitals in the columns of \(U\) is \(D_U(x)=U\,\mathrm{diag}(x)\,U^\dagger\). Orthonormality, \(U^\dagger U=1\), enters as a hypothesis of the theorems.

```lean
/-- The density matrix with orbitals the columns of `U` and occupations `x`. -/
def densityMatrix (U : Matrix (Fin n) (Fin n) ℂ) (x : Fin n → ℝ) :
    Matrix (Fin n) (Fin n) ℂ := U * diagonal (fun i => (x i : ℂ)) * Uᴴ
```

The matrix step \(M\) reads only the trace. Lean takes its real part, since the entries are complex.

```lean
/-- The purification step on a matrix, chosen by its trace. -/
def matrixStep (N : ℕ) (P : Matrix (Fin n) (Fin n) ℂ) : Matrix (Fin n) (Fin n) ℂ :=
  if (N : ℝ) < P.trace.re then P * P else (2 : ℂ) • P - P * P
```

## (a) Range and order

Let \(0<x_i<1\) for all \(i\), and \(x_i\ge x_j\) whenever \(i\le j\) (`Antitone x`). Show that for every \(k\)
\[0<x^{(k)}_i<1,\qquad x^{(k)}_i\ge x^{(k)}_j\quad(i\le j).\]

**Solution.** Use induction, writing \(z\) for the current occupations. If \(0<z_i<1\), then \(z_i^2\) and \(2z_i-z_i^2=1-(1-z_i)^2\) lie in \((0,1)\). For \(i\le j\), the new differences in the two branches are
\[(z_i-z_j)(z_i+z_j)\ge0,\qquad (z_i-z_j)(2-z_i-z_j)\ge0.\]

In the proof, `split_ifs` separates the branches and `nlinarith` receives these two products.

```lean
/-- Every iterate keeps the occupations strictly between 0 and 1 and in
decreasing order. -/
theorem run_order (N : ℕ) {x : Fin n → ℝ} (hx : ∀ i, 0 < x i ∧ x i < 1)
    (ha : Antitone x) (k : ℕ) :
    (∀ i, 0 < run N x k i ∧ run N x k i < 1) ∧ Antitone (run N x k) := by
  induction k with
  | zero => exact ⟨hx, ha⟩
  | succ k ih =>
    obtain ⟨hr, hm⟩ := ih
    simp only [run]
    generalize run N x k = z at hr hm
    refine ⟨fun i => ?_, fun i j hij => ?_⟩
    · obtain ⟨h0, h1⟩ := hr i
      simp only [step]
      split_ifs <;> constructor <;> nlinarith
    · have h := sub_nonneg.2 (hm hij)
      obtain ⟨hi0, hi1⟩ := hr i
      obtain ⟨hj0, hj1⟩ := hr j
      simp only [step]
      split_ifs
      · nlinarith [mul_nonneg h (by linarith : 0 ≤ z i + z j)]
      · nlinarith [mul_nonneg h (by linarith : 0 ≤ 2 - z i - z j)]
```

## (b) Possible limits of one occupation

Suppose \(x^{(k)}\to y\). Show that
\[y_i\in\{0,1\}\quad\text{for every } i.\]

**Solution.** A step changes \(z_i\) by \(-(z_i-z_i^2)\) or \(+(z_i-z_i^2)\), so in both branches
\[\bigl(x^{(k+1)}_i-x^{(k)}_i\bigr)^2=\bigl(x^{(k)}_i-(x^{(k)}_i)^2\bigr)^2.\]
The left side tends to 0 and the right side to \((y_i-y_i^2)^2\). Hence \(y_i(1-y_i)=0\).

The identity is `e`; `tendsto_nhds_unique` equates the two limits. Neither range nor order is needed.

```lean
/-- If the iteration converges, each limiting occupation is 0 or 1. -/
theorem limit_idempotent {N : ℕ} {x y : Fin n → ℝ}
    (h : Tendsto (run N x) atTop (𝓝 y)) (i : Fin n) : y i = 0 ∨ y i = 1 := by
  have hi : Tendsto (fun k => run N x k i) atTop (𝓝 (y i)) := tendsto_pi_nhds.1 h i
  have hs : Tendsto (fun k => run N x (k + 1) i) atTop (𝓝 (y i)) :=
    hi.comp (tendsto_add_atTop_nat 1)
  -- both branches change an occupation by `x - x²`, up to sign
  have e : ∀ k, (run N x (k + 1) i - run N x k i) ^ 2
      = (run N x k i - run N x k i ^ 2) ^ 2 := by
    intro k
    simp only [run, step]
    split_ifs <;> ring
  have hy := tendsto_nhds_unique (((hs.sub hi).pow 2).congr e) ((hi.sub (hi.pow 2)).pow 2)
  have h0 : (y i * (1 - y i)) ^ 2 = 0 := by linear_combination -hy
  rcases mul_eq_zero.1 ((pow_eq_zero_iff two_ne_zero).1 h0) with h | h
  · exact Or.inl h
  · exact Or.inr (by linarith)
```

## (c) The limiting electron number

Under the assumptions of (a), with \(N\le n\) and \(x^{(k)}\to y\), show that
\[\sum_i y_i=N.\]

**Solution.** Suppose the limiting sum is below \(N\). From some step \(K\) on, the sums are below \(N\) too, and each occupation grows by \(z_i(1-z_i)>0\) per step. So \(y_i\ge x^{(K)}_i>0\), and (b) gives \(y_i=1\). The sum is then \(n\ge N\), a contradiction.

Suppose it is above \(N\). From some \(K\) on every step squares, so \(y_i\le x^{(K)}_i<1\), and (b) gives \(y_i=0\). The sum is then \(0\le N\), again a contradiction.

The monotone bounds are `up` and `down`, both proved by induction from \(K\).

```lean
/-- If the iteration converges from ordered occupations in (0,1) on at least `N` levels, the
limiting occupations sum to `N`. -/
theorem limit_trace {N : ℕ} (hN : N ≤ n) {x y : Fin n → ℝ}
    (hx : ∀ i, 0 < x i ∧ x i < 1) (ha : Antitone x)
    (h : Tendsto (run N x) atTop (𝓝 y)) : ∑ i, y i = N := by
  have hr := fun k => (run_order N hx ha k).1
  have hi : ∀ i, Tendsto (fun k => run N x k i) atTop (𝓝 (y i)) := tendsto_pi_nhds.1 h
  have hsum : Tendsto (fun k => ∑ i, run N x k i) atTop (𝓝 (∑ i, y i)) :=
    tendsto_finsetSum _ fun i _ => hi i
  rcases lt_trichotomy (∑ i, y i) (N : ℝ) with hlt | heq | hgt
  · -- too few electrons: occupations only grow from some step on
    obtain ⟨K, hK⟩ := eventually_atTop.1 (hsum.eventually_lt_const hlt)
    have up : ∀ i k, K ≤ k → run N x K i ≤ run N x k i := by
      intro i k hk
      induction k, hk using Nat.le_induction with
      | base => exact le_rfl
      | succ k hk ih =>
        have e : run N x (k + 1) i = 2 * run N x k i - run N x k i ^ 2 :=
          if_neg (not_lt.2 (hK k hk).le)
        nlinarith [mul_pos (hr k i).1 (sub_pos.2 (hr k i).2)]
    have one : ∀ i, y i = 1 := fun i => by
      have := ge_of_tendsto (hi i) (eventually_atTop.2 ⟨K, up i⟩)
      exact (limit_idempotent h i).resolve_left (by linarith [(hr K i).1])
    have hS : ∑ i, y i = n := by simp [one]
    have hn : (N : ℝ) ≤ n := by exact_mod_cast hN
    linarith
  · exact heq
  · -- too many electrons: occupations only fall from some step on
    obtain ⟨K, hK⟩ := eventually_atTop.1 (hsum.eventually_const_lt hgt)
    have down : ∀ i k, K ≤ k → run N x k i ≤ run N x K i := by
      intro i k hk
      induction k, hk using Nat.le_induction with
      | base => exact le_rfl
      | succ k hk ih =>
        have e : run N x (k + 1) i = run N x k i ^ 2 := if_pos (hK k hk)
        nlinarith [mul_pos (hr k i).1 (sub_pos.2 (hr k i).2)]
    have zero : ∀ i, y i = 0 := fun i => by
      have := le_of_tendsto (hi i) (eventually_atTop.2 ⟨K, down i⟩)
      exact (limit_idempotent h i).resolve_right (by linarith [(hr K i).2])
    have hS : ∑ i, y i = 0 := by simp [zero]
    have hn : (0 : ℝ) ≤ N := Nat.cast_nonneg N
    linarith
```

## (d) Counting filled levels

For \(m\le n\), show that
\[\sum_i f^{(m)}_i=m.\]

**Solution.** Since \(m\le n\), exactly \(m\) of the available indices satisfy \(i<m\), and each contributes 1. Lean turns the sum into the size of a filtered range.

```lean
/-- Filling the first `m` of `n` levels gives total occupation `m`. -/
theorem sum_aufbau {m : ℕ} (hm : m ≤ n) : ∑ i, aufbau n m i = m := by
  have e : (Finset.range n).filter (fun j => j < m) = Finset.range m := by
    ext j
    simp only [Finset.mem_filter, Finset.mem_range]
    omega
  refine (Fin.sum_univ_eq_sum_range (fun j => if j < m then (1 : ℝ) else 0) n).trans ?_
  simp only [Finset.sum_boole, e, Finset.card_range]
```

## (e) Which levels are filled

Under the assumptions of (c), show that
\[y=f^{(N)}.\]

**Solution.** By (a), \(y\) is ordered, as a limit of ordered occupations. If \(y_i=0\) for some \(i<N\), all later entries vanish as well, and the sum is at most \(i<N\). If \(y_i=1\) for some \(i\ge N\), all earlier entries are 1 as well, and the sum is at least \(i+1>N\). Both contradict (c).

The proof makes these estimates by comparing \(y\) with \(f^{(i)}\) and \(f^{(i+1)}\), whose sums come from (d).

```lean
/-- If the iteration converges from ordered occupations in (0,1), its limit is
1 on the first `N` levels and 0 on the others. -/
theorem limit_eq_aufbau {N : ℕ} (hN : N ≤ n) {x y : Fin n → ℝ}
    (hx : ∀ i, 0 < x i ∧ x i < 1) (ha : Antitone x)
    (h : Tendsto (run N x) atTop (𝓝 y)) : y = aufbau n N := by
  have hS := limit_trace hN hx ha h
  have hy : Antitone y := fun i j hij =>
    le_of_tendsto_of_tendsto' (tendsto_pi_nhds.1 h j) (tendsto_pi_nhds.1 h i)
      fun k => (run_order N hx ha k).2 hij
  funext i
  by_cases hi : i.val < N
  · rcases limit_idempotent h i with h0 | h1
    · -- an empty level below `N` leaves too few electrons
      have hle : ∑ j, y j ≤ ∑ j, aufbau n i.val j := Finset.sum_le_sum fun j _ => by
        by_cases hj : j.val < i.val
        · simp only [aufbau, if_pos hj]
          rcases limit_idempotent h j with h | h <;> linarith
        · have := hy (Fin.le_def.2 (not_lt.1 hj))
          simp only [aufbau, if_neg hj]
          linarith
      rw [sum_aufbau i.isLt.le, hS] at hle
      exact absurd (Nat.cast_le.1 hle) (not_le.2 hi)
    · simp [aufbau, hi, h1]
  · rcases limit_idempotent h i with h0 | h1
    · simp [aufbau, hi, h0]
    · -- a filled level with index at least `N` gives too many electrons
      have hle : ∑ j, aufbau n (i.val + 1) j ≤ ∑ j, y j := Finset.sum_le_sum fun j _ => by
        by_cases hj : j.val < i.val + 1
        · have := hy (Fin.le_def.2 (Nat.lt_succ_iff.1 hj))
          simp only [aufbau, if_pos hj]
          linarith
        · simp only [aufbau, if_neg hj]
          rcases limit_idempotent h j with h | h <;> linarith
      rw [sum_aufbau (Nat.succ_le_of_lt i.isLt), hS] at hle
      have := Nat.cast_le.1 hle
      omega
```

Without the convergence assumption, a limit may fail to exist. For \(N=1\), start from \((\tfrac12,\tfrac12)\): the two occupations stay equal, so they cannot approach \((1,0)\), the only limit that (e) permits. Physically, the highest filled and lowest empty levels are degenerate.

## (f) From occupations to matrices

For \(U^\dagger U=1\), show that
\[M(D_U(x))=D_U(T(x)).\]

**Solution.** Let \(P=D_U(x)\). Cyclicity gives \(\operatorname{tr}P=\operatorname{tr}(U^\dagger U\,\mathrm{diag}(x))=\sum_i x_i\), so both rules choose the same branch. Moreover
\[P^2=U\,\mathrm{diag}(x)\,U^\dagger U\,\mathrm{diag}(x)\,U^\dagger=U\,\mathrm{diag}(x_i^2)\,U^\dagger,\]
and therefore \(2P-P^2=U\,\mathrm{diag}(2x_i-x_i^2)\,U^\dagger\).

The trace and the square are `ht` and `hq`.

```lean
/-- For orthonormal orbitals, the matrix step keeps them and updates the occupations by `step`. -/
theorem matrixStep_densityMatrix (N : ℕ) {U : Matrix (Fin n) (Fin n) ℂ}
    (hU : Uᴴ * U = 1) (x : Fin n → ℝ) :
    matrixStep N (densityMatrix U x) = densityMatrix U (step N x) := by
  have ht : (densityMatrix U x).trace.re = ∑ i, x i := by
    rw [densityMatrix, Matrix.trace_mul_comm, ← Matrix.mul_assoc, hU, Matrix.one_mul,
      Matrix.trace_diagonal]
    simp
  have hq : densityMatrix U x * densityMatrix U x
      = U * diagonal (fun i => (x i : ℂ) * x i) * Uᴴ := by
    rw [← Matrix.diagonal_mul_diagonal]
    calc _ = U * diagonal (fun i => (x i : ℂ)) * (Uᴴ * U)
          * diagonal (fun i => (x i : ℂ)) * Uᴴ := by
            simp only [densityMatrix, Matrix.mul_assoc]
      _ = _ := by rw [hU]; simp only [Matrix.mul_one, Matrix.mul_assoc]
  rw [matrixStep, ht, hq]
  by_cases h : (N : ℝ) < ∑ i, x i
  · have e : step N x = fun i => x i * x i := by
      funext i
      exact (if_pos h).trans (sq (x i))
    rw [if_pos h, e]
    simp only [densityMatrix, Complex.ofReal_mul]
  · have e : step N x = fun i => 2 * x i - x i * x i := by
      funext i
      exact (if_neg h).trans (by ring)
    have hd : diagonal (fun i => ((2 * x i - x i * x i : ℝ) : ℂ))
        = (2 : ℂ) • diagonal (fun i => (x i : ℂ)) - diagonal (fun i => (x i : ℂ) * x i) := by
      ext a b
      by_cases hab : a = b
      · subst hab
        simp
      · simp [hab]
    rw [if_neg h, e, densityMatrix, densityMatrix, hd, Matrix.mul_sub, Matrix.sub_mul,
      Matrix.mul_smul, Matrix.smul_mul]
```

## (g) The limiting density matrix

Let \(U^\dagger U=1\) and \(N\le n\), let \(x\) be as in (a), and suppose \(M^k(D_U(x))\to P\). With \(u_i\) the columns of \(U\), show that
\[P=D_U(f^{(N)})=\sum_{i<N}u_iu_i^\dagger.\]

**Solution.** By (f) and induction, \(M^k(D_U(x))=D_U(x^{(k)})\). Multiplying by \(U^\dagger\) and \(U\) gives \(\mathrm{diag}(x^{(k)})\), so the occupations converge too, and (e) identifies their limit. Since \(D_U\) is continuous and limits are unique, \(P=D_U(f^{(N)})\).

These steps are `it`, `back` and `hr`. Lean states the first equality; the sum over columns is its expansion.

```lean
/-- If the matrix iteration converges from orthonormal orbitals with ordered occupations in (0,1),
its limit is the density matrix with the first `N` orbitals filled and the others empty. -/
theorem matrix_limit {N : ℕ} (hN : N ≤ n) {U P : Matrix (Fin n) (Fin n) ℂ}
    (hU : Uᴴ * U = 1) {x : Fin n → ℝ} (hx : ∀ i, 0 < x i ∧ x i < 1) (ha : Antitone x)
    (hP : Tendsto (fun k => (matrixStep N)^[k] (densityMatrix U x)) atTop (𝓝 P)) :
    P = densityMatrix U (aufbau n N) := by
  have it : ∀ k, (matrixStep N)^[k] (densityMatrix U x) = densityMatrix U (run N x k) := by
    intro k
    induction k with
    | zero => rfl
    | succ k ih => rw [Function.iterate_succ_apply', ih, matrixStep_densityMatrix N hU, run]
  simp only [it] at hP
  have back : ∀ z : Fin n → ℝ,
      Uᴴ * densityMatrix U z * U = diagonal (fun i => (z i : ℂ)) := by
    intro z
    calc _ = (Uᴴ * U) * diagonal (fun i => (z i : ℂ)) * (Uᴴ * U) := by
          simp only [densityMatrix, Matrix.mul_assoc]
      _ = _ := by rw [hU, Matrix.one_mul, Matrix.mul_one]
  -- the occupations are read off in the orbital basis, so they converge too
  have hr : Tendsto (run N x) atTop (𝓝 (fun i => ((Uᴴ * P * U) i i).re)) := by
    refine tendsto_pi_nhds.2 fun i => ?_
    have c : Continuous fun Q : Matrix (Fin n) (Fin n) ℂ => ((Uᴴ * Q * U) i i).re :=
      Complex.continuous_re.comp
        (((continuous_const.matrix_mul continuous_id).matrix_mul continuous_const).matrix_elem i i)
    refine ((c.tendsto P).comp hP).congr fun k => ?_
    simp only [Function.comp_apply, back, Matrix.diagonal_apply_eq, Complex.ofReal_re]
  rw [limit_eq_aufbau hN hx ha hr] at hr
  have c : Continuous (densityMatrix U) :=
    (continuous_const.matrix_mul (Continuous.matrix_diagonal (continuous_pi fun i =>
      Complex.continuous_ofReal.comp (continuous_apply i)))).matrix_mul continuous_const
  exact tendsto_nhds_unique hP ((c.tendsto _).comp hr)
```

The result applies to every Hermitian matrix with spectrum in \((0,1)\): the spectral theorem writes it as \(D_U(x)\) with \(U^\dagger U=1\), and the columns of \(U\) can be numbered so that \(x\) is ordered. Lean takes \(U\) and \(x\) as given and does not carry out this step.

## (h) Convergence for two levels

Let \(n=2\), \(N=1\), \(\tfrac{15}{16}\le x_0\le1\) and \(0\le x_1\le\tfrac1{16}\). Show that
\[x^{(k)}\to(1,0).\]

**Solution.** The errors are \(1-x^{(k)}_0\) and \(x^{(k)}_1\). Call the larger \(a\) and the smaller \(b\). The sum exceeds 1 exactly when the second error is the larger, so each step sends \(a\) to \(a^2\) and \(b\) to \(2b-b^2\). With \(s=(3/4)^k\), we maintain
\[a\le \frac s4,\qquad ab\le\frac{9s^2}{1024}.\]
Initially \(a\le\frac1{16}\) and \(ab\le\frac{4}{1024}\). For the step, \(b^2\le ab\) gives \(b\le\frac{3s}{32}\), hence
\[2b-b^2\le\frac{3s}{16},\qquad a^2\le\frac a4\le\frac{3s}{16},\]
\[a^2(2b-b^2)\le 2a\,(ab)\le\frac{ab}2\le\frac9{16}\cdot\frac{9s^2}{1024}.\]
These are the same bounds with \(s\) replaced by \(3s/4\), so both errors are at most \((3/4)^k/4\) and tend to 0.

The one-step estimate is `key`, used with the roles of the errors exchanged in the two branches; `inv` is the induction, and `squeeze_zero` takes the limit.

```lean
/-- For two levels and one electron, the iteration converges to occupations (1, 0) from any start in
[0,1] within 1/16 of them in each level. -/
theorem two_level_tendsto {x : Fin 2 → ℝ} (h0 : 15 / 16 ≤ x 0) (h0' : x 0 ≤ 1)
    (h1 : 0 ≤ x 1) (h1' : x 1 ≤ 1 / 16) :
    Tendsto (run 1 x) atTop (𝓝 (aufbau 2 1)) := by
  -- the larger error `a` is squared, the smaller error `b` at most doubled
  have key : ∀ a b s : ℝ, 0 ≤ b → b ≤ a → a ≤ s / 4 → s ≤ 1 → a * b ≤ 9 * s ^ 2 / 1024 →
      0 ≤ 2 * b - b ^ 2 ∧ a ^ 2 ≤ s * (3 / 4) / 4 ∧ 2 * b - b ^ 2 ≤ s * (3 / 4) / 4 ∧
      a ^ 2 * (2 * b - b ^ 2) ≤ 9 * (s * (3 / 4)) ^ 2 / 1024 := by
    intro a b s hb hab has hs hp
    have ha : 0 ≤ a := hb.trans hab
    have hq : 0 ≤ 1 / 4 - a := by linarith
    have hb3 : b ≤ 3 * s / 32 := by
      by_contra hc
      have hc' := not_le.1 hc
      nlinarith [mul_nonneg hb (sub_nonneg.2 hab),
        mul_pos (sub_pos.2 hc') (by linarith : 0 < b + 3 * s / 32)]
    refine ⟨?_, ?_, ?_, ?_⟩
    · nlinarith [mul_nonneg hb (by linarith : 0 ≤ 2 - b)]
    · nlinarith [mul_nonneg ha hq]
    · nlinarith [sq_nonneg b]
    · nlinarith [mul_nonneg (mul_nonneg ha hb) hq, sq_nonneg (a * b), sq_nonneg s]
  have inv : ∀ k, 0 ≤ 1 - run 1 x k 0 ∧ 0 ≤ run 1 x k 1 ∧
      1 - run 1 x k 0 ≤ (3 / 4 : ℝ) ^ k / 4 ∧ run 1 x k 1 ≤ (3 / 4 : ℝ) ^ k / 4 ∧
      (1 - run 1 x k 0) * run 1 x k 1 ≤ 9 * ((3 / 4 : ℝ) ^ k) ^ 2 / 1024 := by
    intro k
    induction k with
    | zero =>
      simp only [run, pow_zero]
      refine ⟨by linarith, h1, by linarith, by linarith, ?_⟩
      nlinarith [mul_nonneg (sub_nonneg.2 h0') (sub_nonneg.2 h1')]
    | succ k ih =>
      have hs : (3 / 4 : ℝ) ^ k ≤ 1 := pow_le_one₀ (by norm_num) (by norm_num)
      rw [pow_succ]
      simp only [run, step, Fin.sum_univ_two, Nat.cast_one]
      generalize (3 / 4 : ℝ) ^ k = s at ih hs ⊢
      generalize run 1 x k 0 = u at ih ⊢
      generalize run 1 x k 1 = v at ih ⊢
      obtain ⟨a0, b0, a1, b1, p⟩ := ih
      split_ifs with h
      · obtain ⟨q0, q1, q2, q3⟩ := key v (1 - u) s a0 (by linarith) b1 hs (by linarith)
        have e : 2 * (1 - u) - (1 - u) ^ 2 = 1 - u ^ 2 := by ring
        rw [e] at q0 q2 q3
        exact ⟨q0, sq_nonneg v, q2, q1, by linarith⟩
      · obtain ⟨q0, q1, q2, q3⟩ := key (1 - u) v s b0 (by linarith) a1 hs p
        have e : 1 - (2 * u - u ^ 2) = (1 - u) ^ 2 := by ring
        rw [e]
        exact ⟨sq_nonneg _, q0, q1, q2, q3⟩
  have hg : Tendsto (fun k : ℕ => (3 / 4 : ℝ) ^ k / 4) atTop (𝓝 0) := by
    have t := (tendsto_pow_atTop_nhds_zero_of_lt_one
      (by norm_num : (0 : ℝ) ≤ 3 / 4) (by norm_num)).div_const 4
    rwa [zero_div] at t
  have t0 := (squeeze_zero (fun k => (inv k).1) (fun k => (inv k).2.2.1) hg).const_sub 1
  have t1 := squeeze_zero (fun k => (inv k).2.1) (fun k => (inv k).2.2.2.1) hg
  refine tendsto_pi_nhds.2 fun i => ?_
  fin_cases i
  · simpa [aufbau] using t0
  · simpa [aufbau] using t1

end

end TraceCorrectingPurification
```

```lean
#print axioms TraceCorrectingPurification.limit_trace
-- 'TraceCorrectingPurification.limit_trace' depends on axioms: [propext, Classical.choice, Quot.sound]
#print axioms TraceCorrectingPurification.matrix_limit
-- 'TraceCorrectingPurification.matrix_limit' depends on axioms: [propext, Classical.choice, Quot.sound]
#print axioms TraceCorrectingPurification.two_level_tendsto
-- 'TraceCorrectingPurification.two_level_tendsto' depends on axioms: [propext, Classical.choice, Quot.sound]
```
